# Two oscillators of positive frequencies \(p\) and \(q\), coupled by \(g(a+a^\dagger)(b+b^\dagger)\), have only real mode frequencies exactly when \(4g^2\le pq\)

When I compute the normal modes of two coupled oscillators, I find the squared frequencies first and then take square roots. The last step gives oscillation frequencies only if neither square is negative. For

\[
H=p\,a^\dagger a+q\,b^\dagger b+g(a+a^\dagger)(b+b^\dagger),\qquad p,q>0,
\]

with \(a,b\) bosonic annihilation operators, \(g\) real and \(\hbar=1\), I believe that the modes stay real up to \(4g^2=pq\) and that something grows exponentially beyond it. Can this be derived cleanly and checked in Lean, including what happens exactly at the threshold?

## From the equations of motion to the threshold

Yes. The commutators give \(i\dot a=pa+g(b+b^\dagger)\) and \(i\dot b=qb+g(a+a^\dagger)\), together with their adjoints. For the column \((a,b,a^\dagger,b^\dagger)\) the dynamical matrix is therefore

\[
M=\begin{pmatrix}A&B\\-B&-A\end{pmatrix},\quad
A=\begin{pmatrix}p&g\\g&q\end{pmatrix},\quad
B=\begin{pmatrix}0&g\\g&0\end{pmatrix}.
\]

Write a vector as \((x,y)\) with \(x,y\in\mathbb C^2\), and change variables to \(s=x+y\) and \(r=x-y\). The eigenvalue equation becomes \((A-B)r=zs\) and \((A+B)s=zr\). Eliminating \(r\) in the block determinant gives

\[
\det(z-M)=\det\bigl(z^2-(A-B)(A+B)\bigr)
=\det\begin{pmatrix}z^2-p^2&-2gp\\-2gq&z^2-q^2\end{pmatrix},
\]

which is \((z^2-p^2)(z^2-q^2)-4g^2pq\). This is quadratic in \(z^2\), with solutions

\[
w_\pm=\tfrac12\Bigl(p^2+q^2\pm\sqrt{(p^2-q^2)^2+16g^2pq}\Bigr).
\]

Clearly \(w_+>0\), and \(w_-w_+=pq(pq-4g^2)\). Hence \(w_-\ge0\) exactly when \(4g^2\le pq\).

It remains to take the square roots. Let \(z=u+iv\) have \(z^2=w\ge0\). Then \(uv=0\) and \(u^2-v^2=w\). If \(v\ne0\), then \(u=0\) and \(w=-v^2<0\), a contradiction, so \(z\) is real. If instead \(w_-<0\), then \(z=i\kappa\) with \(\kappa=\sqrt{-w_-}>0\) is a root. An eigenvector \(\phi\) with \(M\phi=i\kappa\phi\) gives the solution \(e^{\kappa t}\phi\) of \(\dot\psi=-iM\psi\), because \(-i\cdot i\kappa=\kappa\).

At \(4g^2=pq\), take \(x=(2gq,-p^2)\) and \(y=-x\). Then \(M(x,y)=(d,d)\) with \(d=(A-B)x=(2gpq,-p^2q)\ne0\). Applying \(M\) again gives \((A+B)d\) and its negative, and

\[
(A+B)d=\bigl(0,\;pq(4g^2-pq)\bigr)=0.
\]

So \(M^2\) annihilates a vector that \(M\) does not, and \(M\) is not diagonalizable although its spectrum is real. The kernel of \(M\) is spanned by \((2g,-p,2g,-p)\). Its two halves are equal, so \(|x|^2-|y|^2=0\), and this zero mode cannot be scaled to \(|x|^2-|y|^2=1\), the normalisation of a bosonic mode.

In the uncoupled limit \(g=0\) the roots are \(\pm p,\pm q\), as they should be. Positivity of the frequencies matters: for \(p=0\), \(q=1\), \(g=1\) the polynomial is \(z^2(z^2-1)\), with real roots only, yet \(4g^2\le pq\) would read \(4\le0\).

## The Lean file

```lean
import Mathlib

open Matrix Polynomial

namespace SuperradiantInstability

noncomputable section

/-- The number-conserving block: bare frequencies `p`, `q` and exchange coupling `g`. -/
def blockA (p q g : ℝ) : Matrix (Fin 2) (Fin 2) ℂ := !![(p : ℂ), (g : ℂ); (g : ℂ), (q : ℂ)]

/-- The pair-creation block: the counter-rotating coupling `g`. -/
def blockB (g : ℝ) : Matrix (Fin 2) (Fin 2) ℂ := !![0, (g : ℂ); (g : ℂ), 0]

/-- The dynamical matrix of `(a, b, a†, b†)` for the Hamiltonian
`p a†a + q b†b + g (a + a†)(b + b†)`. -/
def dynMatrix (p q g : ℝ) : Matrix (Fin 2 ⊕ Fin 2) (Fin 2 ⊕ Fin 2) ℂ :=
  fromBlocks (blockA p q g) (blockB g) (-blockB g) (-blockA p q g)

/-- For `p, q > 0`, the squared normal-mode frequency, on the upper branch for `σ = 1` and on the
lower branch for `σ = -1`. -/
def modeSq (σ p q g : ℝ) : ℝ :=
  (p ^ 2 + q ^ 2 + σ * Real.sqrt ((p ^ 2 - q ^ 2) ^ 2 + 16 * g ^ 2 * (p * q))) / 2

/-- The order `a, b, a†, b†` of the four operators. -/
def order : Fin 4 ≃ Fin 2 ⊕ Fin 2 :=
  Equiv.ofBijective ![Sum.inl 0, Sum.inl 1, Sum.inr 0, Sum.inr 1] (by decide)

/-- The characteristic polynomial of the coupled oscillators is
`(z² - p²)(z² - q²) - 4g²pq`. -/
theorem charpoly_dynMatrix (p q g : ℝ) :
    (dynMatrix p q g).charpoly =
      (X ^ 2 - C ((p : ℂ) ^ 2)) * (X ^ 2 - C ((q : ℂ) ^ 2))
        - C (4 * (g : ℂ) ^ 2 * p * q) := by
  refine Polynomial.funext fun z => ?_
  rw [Matrix.eval_charpoly, ← Matrix.det_submatrix_equiv_self order]
  -- write the block matrix as an ordinary 4 × 4 array
  have h : (Matrix.scalar (Fin 2 ⊕ Fin 2) z - dynMatrix p q g).submatrix order order =
      !![z - p, -(g : ℂ), 0, -(g : ℂ); -(g : ℂ), z - q, -(g : ℂ), 0;
         0, (g : ℂ), z + p, (g : ℂ); (g : ℂ), 0, (g : ℂ), z + q] := by
    ext i j
    fin_cases i <;> fin_cases j <;>
      simp [order, dynMatrix, blockA, blockB, Matrix.scalar_apply]
  rw [h]
  simp only [eval_sub, eval_mul, eval_pow, eval_X, eval_C]
  simp [Matrix.det_succ_row_zero, Fin.sum_univ_succ, Fin.succAbove]
  ring

/-- A complex number is a characteristic root exactly when its square is one of the two
squared normal-mode frequencies. -/
theorem isRoot_iff {p q : ℝ} (hp : 0 < p) (hq : 0 < q) (g : ℝ) (z : ℂ) :
    (dynMatrix p q g).charpoly.IsRoot z ↔
      z ^ 2 = (modeSq (-1) p q g : ℂ) ∨ z ^ 2 = (modeSq 1 p q g : ℂ) := by
  have hnn : 0 ≤ (p ^ 2 - q ^ 2) ^ 2 + 16 * g ^ 2 * (p * q) := by positivity
  have hsq := Real.sq_sqrt hnn
  -- sum and product of the squared frequencies
  have hs : modeSq (-1) p q g + modeSq 1 p q g = p ^ 2 + q ^ 2 := by
    unfold modeSq; ring
  have hm : modeSq (-1) p q g * modeSq 1 p q g = p ^ 2 * q ^ 2 - 4 * g ^ 2 * p * q := by
    unfold modeSq; linear_combination (-1 / 4) * hsq
  have hs' : (modeSq (-1) p q g : ℂ) + (modeSq 1 p q g : ℂ) = (p : ℂ) ^ 2 + (q : ℂ) ^ 2 := by
    exact_mod_cast hs
  have hm' : (modeSq (-1) p q g : ℂ) * (modeSq 1 p q g : ℂ) =
      (p : ℂ) ^ 2 * (q : ℂ) ^ 2 - 4 * (g : ℂ) ^ 2 * p * q := by
    exact_mod_cast hm
  have hf : (dynMatrix p q g).charpoly.eval z =
      (z ^ 2 - (modeSq (-1) p q g : ℂ)) * (z ^ 2 - (modeSq 1 p q g : ℂ)) := by
    rw [charpoly_dynMatrix]
    simp only [eval_sub, eval_mul, eval_pow, eval_X, eval_C]
    linear_combination z ^ 2 * hs' - hm'
  rw [Polynomial.IsRoot.def, hf, mul_eq_zero, sub_eq_zero, sub_eq_zero]

/-- The squared frequency of the upper mode is positive. -/
theorem upper_pos {p q : ℝ} (hp : 0 < p) (hq : 0 < q) (g : ℝ) : 0 < modeSq 1 p q g := by
  unfold modeSq
  positivity

/-- The squared frequency of the lower mode is nonnegative exactly when `4g² ≤ pq`. -/
theorem lower_nonneg_iff {p q : ℝ} (hp : 0 < p) (hq : 0 < q) (g : ℝ) :
    0 ≤ modeSq (-1) p q g ↔ 4 * g ^ 2 ≤ p * q := by
  have hnn : 0 ≤ (p ^ 2 - q ^ 2) ^ 2 + 16 * g ^ 2 * (p * q) := by positivity
  have hsq := Real.sq_sqrt hnn
  have hm : modeSq (-1) p q g * modeSq 1 p q g = (p * q) * (p * q - 4 * g ^ 2) := by
    unfold modeSq; linear_combination (-1 / 4) * hsq
  have hpq : 0 < p * q := mul_pos hp hq
  rw [← mul_nonneg_iff_of_pos_right (upper_pos hp hq g), hm,
    mul_nonneg_iff_of_pos_left hpq, sub_nonneg]

/-- Above the threshold there is a characteristic root `iκ` with `κ > 0`. -/
theorem exists_imaginary_root {p q g : ℝ} (hp : 0 < p) (hq : 0 < q)
    (hg : p * q < 4 * g ^ 2) :
    ∃ κ : ℝ, 0 < κ ∧ (dynMatrix p q g).charpoly.IsRoot (Complex.I * κ) := by
  have hl : modeSq (-1) p q g < 0 :=
    not_le.1 (mt (lower_nonneg_iff hp hq g).1 (not_le.2 hg))
  refine ⟨Real.sqrt (-modeSq (-1) p q g), Real.sqrt_pos.2 (by linarith), ?_⟩
  rw [isRoot_iff hp hq]
  left
  have h : ((Real.sqrt (-modeSq (-1) p q g) : ℝ) : ℂ) ^ 2 = -(modeSq (-1) p q g : ℂ) := by
    exact_mod_cast Real.sq_sqrt (by linarith : 0 ≤ -modeSq (-1) p q g)
  rw [mul_pow, Complex.I_sq, h]
  ring

/-- A complex number whose square is a nonnegative real number is real. -/
theorem im_eq_zero_of_sq {z : ℂ} {r : ℝ} (hr : 0 ≤ r) (h : z ^ 2 = (r : ℂ)) : z.im = 0 := by
  have hre := congrArg Complex.re h
  have him := congrArg Complex.im h
  simp only [pow_two, Complex.mul_re, Complex.ofReal_re] at hre
  simp only [pow_two, Complex.mul_im, Complex.ofReal_im] at him
  by_contra hne
  have h0 : z.im * z.re = 0 := by linarith
  have h1 : z.re = 0 := (mul_eq_zero.1 h0).resolve_left hne
  rw [h1] at hre
  have h2 := mul_self_pos.2 hne
  linarith

/-- All characteristic roots of the coupled oscillators are real if and only if
`4g² ≤ pq`. -/
theorem real_spectrum_iff {p q : ℝ} (hp : 0 < p) (hq : 0 < q) (g : ℝ) :
    (∀ z : ℂ, (dynMatrix p q g).charpoly.IsRoot z → z.im = 0) ↔ 4 * g ^ 2 ≤ p * q := by
  constructor
  · intro h
    by_contra hc
    obtain ⟨κ, hκ, hroot⟩ := exists_imaginary_root hp hq (not_le.1 hc)
    have h0 := h _ hroot
    simp at h0
    exact hκ.ne' h0
  · intro hg z hz
    rcases (isRoot_iff hp hq g z).1 hz with h | h
    · exact im_eq_zero_of_sq ((lower_nonneg_iff hp hq g).2 hg) h
    · exact im_eq_zero_of_sq (upper_pos hp hq g).le h

/-- Above the threshold the equation of motion `dv/dt = -i M v` has a nonzero solution
that grows as `exp (κ t)` with `κ > 0`. -/
theorem exists_growing_solution {p q g : ℝ} (hp : 0 < p) (hq : 0 < q)
    (hg : p * q < 4 * g ^ 2) :
    ∃ κ : ℝ, 0 < κ ∧ ∃ v : Fin 2 ⊕ Fin 2 → ℂ, v ≠ 0 ∧ ∀ t : ℝ,
      HasDerivAt (fun s : ℝ => ((Real.exp (κ * s) : ℝ) : ℂ) • v)
        ((-Complex.I) • (dynMatrix p q g *ᵥ (((Real.exp (κ * t) : ℝ) : ℂ) • v))) t := by
  obtain ⟨κ, hκ, hroot⟩ := exists_imaginary_root hp hq hg
  rw [Polynomial.IsRoot.def, Matrix.eval_charpoly] at hroot
  -- the imaginary root has an eigenvector
  obtain ⟨v, hv, hMv⟩ := Matrix.exists_mulVec_eq_zero_iff.2 hroot
  rw [Matrix.sub_mulVec, sub_eq_zero] at hMv
  refine ⟨κ, hκ, v, hv, fun t => ?_⟩
  have h0 : HasDerivAt (fun s : ℝ => Real.exp (κ * s)) (κ * Real.exp (κ * t)) t :=
    (((hasDerivAt_id' t).const_mul κ).exp).congr_deriv (by ring)
  refine (h0.ofReal_comp.smul_const v).congr_deriv ?_
  rw [Matrix.mulVec_smul, ← hMv]
  ext i
  simp only [Pi.smul_apply, smul_eq_mul, Matrix.scalar_apply, Matrix.mulVec_diagonal,
    Complex.ofReal_mul]
  linear_combination ((κ : ℂ) * ((Real.exp (κ * t) : ℝ) : ℂ) * v i) * Complex.I_sq

/-- Exactly at the threshold there is a vector that the dynamical matrix `M` does not
annihilate but `M²` does. -/
theorem threshold_jordan_chain {p q g : ℝ} (hp : 0 < p) (hq : 0 < q)
    (hg : 4 * g ^ 2 = p * q) :
    ∃ v : Fin 2 ⊕ Fin 2 → ℂ, dynMatrix p q g *ᵥ v ≠ 0 ∧
      dynMatrix p q g *ᵥ (dynMatrix p q g *ᵥ v) = 0 := by
  have hc : 4 * (g : ℂ) ^ 2 = p * q := by exact_mod_cast hg
  let d : Fin 2 → ℂ := ![2 * g * p * q, -((p : ℂ) ^ 2 * q)]
  have h1 : dynMatrix p q g *ᵥ
      Sum.elim ![2 * (g : ℂ) * q, -(p : ℂ) ^ 2] ![-(2 * (g : ℂ) * q), (p : ℂ) ^ 2] =
      Sum.elim d d := by
    ext i
    rcases i with i | i <;> fin_cases i <;>
      simp [d, dynMatrix, blockA, blockB, Matrix.mulVec, dotProduct, Fin.sum_univ_two] <;>
      ring
  -- at the threshold the image is annihilated by the dynamical matrix
  have h2 : dynMatrix p q g *ᵥ Sum.elim d d = 0 := by
    ext i
    rcases i with i | i <;> fin_cases i <;>
      simp [d, dynMatrix, blockA, blockB, Matrix.mulVec, dotProduct, Fin.sum_univ_two] <;>
      first
        | ring1
        | linear_combination ((p : ℂ) * q) * hc
        | linear_combination (-(p : ℂ) * q) * hc
  refine ⟨_, ?_, by rw [h1, h2]⟩
  rw [h1]
  intro h
  have h3 := congrFun h (Sum.inl 1)
  simp [d, hp.ne', hq.ne'] at h3

end

end SuperradiantInstability
```

```lean
#print axioms SuperradiantInstability.real_spectrum_iff
#print axioms SuperradiantInstability.exists_growing_solution
#print axioms SuperradiantInstability.threshold_jordan_chain
```

```
'SuperradiantInstability.real_spectrum_iff' depends on axioms: [propext, Classical.choice, Quot.sound]
'SuperradiantInstability.exists_growing_solution' depends on axioms: [propext, Classical.choice, Quot.sound]
'SuperradiantInstability.threshold_jordan_chain' depends on axioms: [propext, Classical.choice, Quot.sound]
```

## What the theorems say about the oscillators

`dynMatrix p q g` is \(M\), with complex entries built from real parameters. Its index type `Fin 2 ⊕ Fin 2` separates annihilation from creation operators: `Sum.inl 0` and `Sum.inl 1` stand for \(a,b\), and `Sum.inr 0` and `Sum.inr 1` for \(a^\dagger,b^\dagger\). The function `modeSq` gives \(w_+\) for `σ = 1` and \(w_-\) for `σ = -1`.

`charpoly_dynMatrix` holds for all real \(p,q,g\). Every later theorem that involves \(p\) and \(q\) assumes \(p,q>0\), even where its docstring does not repeat this. `real_spectrum_iff` says that every complex root of the characteristic polynomial has zero imaginary part if and only if \(4g^2\le pq\). `exists_growing_solution` supplies a nonzero vector and a rate \(\kappa>0\) above the threshold, and `threshold_jordan_chain` says that at equality some vector is annihilated by \(M^2\) but not by \(M\); its proof uses the vector found above.

The file starts from the matrix; the Hamiltonian appears only in a docstring, and the commutator calculation that leads from it to the matrix is not formalised. The growing vector is a complex solution of the linear equations, and its last two components are not required to be the conjugates of the first two, as mean values of \(a^\dagger,b^\dagger\) would be.

The threshold \(g=\sqrt{pq}/2\) is where the normal phase of the Dicke model becomes unstable when its fluctuations are reduced to two oscillators without a diamagnetic term. The theorems concern this quadratic two-mode model and do not describe the superradiant phase itself.

## How the proof follows the calculation

`charpoly_dynMatrix` compares the two polynomials at every \(z\). It lists the operators in the sequence given by `order`, expands the resulting 4 × 4 determinant along rows and finishes with `ring`. This replaces the change to \(s\) and \(r\) by direct expansion.

`isRoot_iff` factors the polynomial using the sum and product of \(w_-\) and \(w_+\). The square roots cancel in the sum, and the product uses the square of the square root. `upper_pos` gives \(w_+>0\), and `lower_nonneg_iff` uses it to read the sign of \(w_-\) from the product.

`im_eq_zero_of_sq` is the argument with real and imaginary parts, and `exists_imaginary_root` constructs \(i\kappa\). `real_spectrum_iff` joins them: if \(4g^2>pq\), the root \(i\kappa\) contradicts the assumption that all roots are real; if \(4g^2\le pq\), both squares are nonnegative and every root is real.

For the growing solution, the vanishing determinant yields an eigenvector through `Matrix.exists_mulVec_eq_zero_iff`; the derivative of the exponential then matches the equation of motion by \(i^2=-1\). In `threshold_jordan_chain`, `h1` computes the first application of \(M\) and `h2` the second, where the threshold condition enters. The component \(-p^2q\) shows that the intermediate vector is nonzero.
